# Dirac–Coulomb levels with coupling 0 < a < 1 are ordered by n, then by j

## Can I label one-electron levels by sorting their energies?

When I test a radial Dirac solver on a one-electron ion with a point nucleus, I pool the bound energies from all the \(j\) blocks, merge the ones that coincide, sort the list, and read off the quantum numbers by position: the first entry is \(n=1\), the next two are \(n=2\) with \(j=1/2\) and \(j=3/2\), the next three are \(n=3\), and so on.

This relies on a property of the Dirac–Coulomb energy

\[
E(n,k)=\left(1+\frac{a^2}{\bigl(n-k+\sqrt{k^2-a^2}\bigr)^2}\right)^{-1/2},\qquad k=j+\tfrac12,\quad 1\le k\le n,
\]

where \(a=Z\alpha\) lies between 0 and 1 and the energy, rest energy included, is in units of \(mc^2\). At fixed \(n\) the energy should increase strictly with \(k\), so that relativity separates levels of different \(j\). My labelling also needs the shells not to overlap, even for heavy ions, where the splitting within a shell is large. I have seen this from the expansion in small \(a\), but I would like an argument for the whole range \(0<a<1\), and one that a proof assistant has checked. Is there one?

## The effective quantum number falls short of n by less than one unit

Yes. The energy depends on \(n\) and \(k\) only through one number, and it is enough to follow that number. Write

\[
\gamma_k=\sqrt{k^2-a^2},\qquad \delta_k=k-\gamma_k,\qquad \nu(n,k)=n-k+\gamma_k=n-\delta_k .
\]

Here \(\nu\) is the effective principal quantum number and \(\delta_k\) is the quantum defect. The energy, in units of the rest energy \(mc^2\), is \(E=(1+a^2/\nu^2)^{-1/2}\).

**The defect lies strictly between 0 and 1.** Since \(a^2>0\), we have \(\gamma_k<k\). For the lower bound, \(k-1\ge 0\), so \(k-1<\gamma_k\) is equivalent to

\[
(k-1)^2<k^2-a^2\quad\Longleftrightarrow\quad a^2<2k-1,
\]

which holds because \(a^2<1\le 2k-1\). Hence \(k-1<\gamma_k<k\), that is, \(0<\delta_k<1\), and therefore

\[
n-1<\nu(n,k)<n .
\]

In particular \(\nu>0\) for every \(n\ge1\).

**The defect decreases with \(k\).** From \((k-\gamma_k)(k+\gamma_k)=k^2-\gamma_k^2=a^2\) we get

\[
\delta_k=\frac{a^2}{k+\gamma_k}.
\]

If \(k<k'\), then \(k^2-a^2<k'^2-a^2\), so \(\gamma_k<\gamma_{k'}\). The denominator grows while the numerator stays the same, so \(\delta_{k'}<\delta_k\).

**The energy increases with \(\nu\).** If \(0<x<y\), then \(a^2/y^2<a^2/x^2\), so \(1+a^2/y^2<1+a^2/x^2\). Both sides are positive, and the power \(-1/2\) reverses the inequality:

\[
\left(1+\frac{a^2}{x^2}\right)^{-1/2}<\left(1+\frac{a^2}{y^2}\right)^{-1/2}.
\]

**Comparing two levels.** Within a shell, \(k<k'\) gives \(\delta_{k'}<\delta_k\), hence \(\nu(n,k)<\nu(n,k')\) and \(E(n,k)<E(n,k')\). This is the separation by \(j\). Between shells, \(n<n'\) means \(n\le n'-1\), so

\[
\nu(n,k)<n\le n'-1<\nu(n',k'),
\]

and \(E(n,k)<E(n',k')\) whatever \(k\) and \(k'\) are.

**The converse.** Any two pairs \((n,k)\) and \((n',k')\) are either equal or ordered one way or the other, first by \(n\) and then by \(k\). If \(E(n,k)<E(n',k')\), the pairs cannot be equal, and they cannot be in the opposite order, since that would give the opposite inequality. So the order of the energies is exactly the order of the pairs. Two energies coincide only when both \(n\) and \(k\) agree, and the values \(k=1,\dots,n\) give \(n\) distinct energies in shell \(n\).

As an example, take \(a=0.6\), roughly \(Z=82\). Then \(\gamma_1=0.8\) and \(\gamma_2\approx1.908\), and

\[
E(1,1)=0.8,\quad E(2,1)\approx0.9487,\quad E(2,2)\approx0.9539,\quad E(3,1)\approx0.9778 .
\]

Here is the Lean 4 file with the definitions and the checked proofs.

```lean
import Mathlib

open Finset

namespace DiracCoulombOrdering

noncomputable section

/-- The relativistic replacement `√(k² - a²)` of the angular number `k = j + 1/2`
at coupling strength `a`. -/
def diracGamma (a : ℝ) (k : ℕ) : ℝ := √((k : ℝ) ^ 2 - a ^ 2)

/-- The effective principal quantum number `n - k + √(k² - a²)`. -/
def effectiveNumber (a : ℝ) (n k : ℕ) : ℝ := (n : ℝ) - k + diracGamma a k

/-- The Dirac-Coulomb energy, in units of the rest energy, of the level with principal
quantum number `n` and `k = j + 1/2`. -/
def energy (a : ℝ) (n k : ℕ) : ℝ :=
  (1 + a ^ 2 / (effectiveNumber a n k) ^ 2) ^ (-1 / 2 : ℝ)

/-- The relativistic angular number lies strictly between `k - 1` and `k`. -/
theorem diracGamma_bounds {a : ℝ} (h0 : 0 < a) (h1 : a < 1) {k : ℕ} (hk : 1 ≤ k) :
    (k : ℝ) - 1 < diracGamma a k ∧ diracGamma a k < k := by
  have hk' : (1 : ℝ) ≤ k := by exact_mod_cast hk
  have ha : a ^ 2 < 1 := by nlinarith
  have ha0 : 0 < a ^ 2 := by positivity
  unfold diracGamma
  constructor
  · rw [Real.lt_sqrt (by linarith)]
    nlinarith
  · rw [Real.sqrt_lt' (by linarith)]
    linarith

/-- The quantum defect `k - √(k² - a²)` equals `a² / (k + √(k² - a²))`. -/
theorem quantumDefect_eq {a : ℝ} (h0 : 0 < a) (h1 : a < 1) {k : ℕ} (hk : 1 ≤ k) :
    (k : ℝ) - diracGamma a k = a ^ 2 / (k + diracGamma a k) := by
  have hk' : (1 : ℝ) ≤ k := by exact_mod_cast hk
  have hb := diracGamma_bounds h0 h1 hk
  have hnn : (0 : ℝ) ≤ (k : ℝ) ^ 2 - a ^ 2 := by nlinarith
  have hs : (diracGamma a k) ^ 2 = (k : ℝ) ^ 2 - a ^ 2 := Real.sq_sqrt hnn
  have hne : (k : ℝ) + diracGamma a k ≠ 0 := by linarith [hb.1] |> ne_of_gt
  rw [eq_div_iff hne]
  linear_combination -hs

/-- The quantum defect decreases strictly as `k = j + 1/2` grows. -/
theorem quantumDefect_strictAnti {a : ℝ} (h0 : 0 < a) (h1 : a < 1) {k k' : ℕ}
    (hk : 1 ≤ k) (h : k < k') :
    (k' : ℝ) - diracGamma a k' < (k : ℝ) - diracGamma a k := by
  have hk1 : (1 : ℝ) ≤ k := by exact_mod_cast hk
  have hkk : (k : ℝ) < k' := by exact_mod_cast h
  have hb := diracGamma_bounds h0 h1 hk
  have hnn : (0 : ℝ) ≤ (k : ℝ) ^ 2 - a ^ 2 := by nlinarith
  have hlt : (k : ℝ) ^ 2 - a ^ 2 < (k' : ℝ) ^ 2 - a ^ 2 := by nlinarith
  have hg : diracGamma a k < diracGamma a k' := Real.sqrt_lt_sqrt hnn hlt
  -- the numerator `a²` is common, the denominator grows with `k`
  rw [quantumDefect_eq h0 h1 hk, quantumDefect_eq h0 h1 (by omega : 1 ≤ k')]
  have ha : 0 < a ^ 2 := by positivity
  have hd : 0 < (k : ℝ) + diracGamma a k := by linarith [hb.1]
  exact div_lt_div_of_pos_left ha hd (by linarith)

/-- At fixed coupling, a larger positive effective quantum number gives a higher energy. -/
theorem energy_formula_strictMono {a x y : ℝ} (h0 : 0 < a) (hx : 0 < x) (hxy : x < y) :
    (1 + a ^ 2 / x ^ 2) ^ (-1 / 2 : ℝ) < (1 + a ^ 2 / y ^ 2) ^ (-1 / 2 : ℝ) := by
  have hy : 0 < y := hx.trans hxy
  have ha : 0 < a ^ 2 := by positivity
  have hx2 : 0 < x ^ 2 := by positivity
  have hsq : x ^ 2 < y ^ 2 := by nlinarith
  have hdiv : a ^ 2 / y ^ 2 < a ^ 2 / x ^ 2 := div_lt_div_of_pos_left ha hx2 hsq
  have hpos : 0 < 1 + a ^ 2 / y ^ 2 := by positivity
  exact Real.rpow_lt_rpow_of_neg hpos (by linarith) (by norm_num)

/-- A level lies above another if its `n` is larger, or if `n` is the same and its
`k = j + 1/2` is larger. -/
theorem energy_lt_of_lex {a : ℝ} (h0 : 0 < a) (h1 : a < 1) {n k n' k' : ℕ}
    (hn : 1 ≤ n) (hk : 1 ≤ k) (hk' : 1 ≤ k') (h : n < n' ∨ (n = n' ∧ k < k')) :
    energy a n k < energy a n' k' := by
  have hn1 : (1 : ℝ) ≤ n := by exact_mod_cast hn
  have hb := diracGamma_bounds h0 h1 hk
  have hb' := diracGamma_bounds h0 h1 hk'
  have hpos : 0 < effectiveNumber a n k := by
    unfold effectiveNumber
    linarith [hb.1]
  refine energy_formula_strictMono h0 hpos ?_
  unfold effectiveNumber
  rcases h with h | ⟨rfl, h⟩
  · -- different shells: the effective numbers are separated by the integer `n`
    have hnn : (n : ℝ) + 1 ≤ n' := by exact_mod_cast h
    linarith [hb.2, hb'.1]
  · -- same shell: the smaller quantum defect wins
    linarith [quantumDefect_strictAnti h0 h1 hk h]

/-- Ordering of the Dirac-Coulomb spectrum: levels are ordered first by `n` and, within
a shell, by `k = j + 1/2`. It holds for all `n, k ≥ 1`, including the physical range `k ≤ n`. -/
theorem energy_lt_iff {a : ℝ} (h0 : 0 < a) (h1 : a < 1) {n k n' k' : ℕ}
    (hn : 1 ≤ n) (hk : 1 ≤ k) (hn' : 1 ≤ n') (hk' : 1 ≤ k') :
    energy a n k < energy a n' k' ↔ n < n' ∨ (n = n' ∧ k < k') := by
  refine ⟨fun h => ?_, energy_lt_of_lex h0 h1 hn hk hk'⟩
  by_contra hc
  have hcases : (n' < n ∨ (n' = n ∧ k' < k)) ∨ (n = n' ∧ k = k') := by omega
  rcases hcases with hr | ⟨rfl, rfl⟩
  · exact lt_asymm h (energy_lt_of_lex h0 h1 hn' hk' hk hr)
  · exact lt_irrefl _ h

/-- Within a shell of fixed `n`, the energy increases strictly with `k = j + 1/2`
over `1 ≤ k ≤ n`. -/
theorem energy_strictMonoOn {a : ℝ} (h0 : 0 < a) (h1 : a < 1) (n : ℕ) :
    StrictMonoOn (energy a n) (Set.Icc 1 n) := by
  intro k hk k' hk' h
  exact energy_lt_of_lex h0 h1 (hk.1.trans hk.2) hk.1 hk'.1 (Or.inr ⟨rfl, h⟩)

/-- Two Dirac-Coulomb energies coincide exactly when both `n` and `k = j + 1/2` agree. -/
theorem energy_eq_iff {a : ℝ} (h0 : 0 < a) (h1 : a < 1) {n k n' k' : ℕ}
    (hn : 1 ≤ n) (hk : 1 ≤ k) (hn' : 1 ≤ n') (hk' : 1 ≤ k') :
    energy a n k = energy a n' k' ↔ n = n' ∧ k = k' := by
  constructor
  · intro h
    have h₁ := mt (energy_lt_iff h0 h1 hn hk hn' hk').mpr (not_lt_of_ge h.ge)
    have h₂ := mt (energy_lt_iff h0 h1 hn' hk' hn hk).mpr (not_lt_of_ge h.le)
    omega
  · rintro ⟨rfl, rfl⟩
    rfl

/-- The shell with principal quantum number `n` contains exactly `n` distinct energies. -/
theorem card_shell_energies {a : ℝ} (h0 : 0 < a) (h1 : a < 1) (n : ℕ) :
    ((Finset.Icc 1 n).image (energy a n)).card = n := by
  have hinj : Set.InjOn (energy a n) (Finset.Icc 1 n : Finset ℕ) := by
    rw [Finset.coe_Icc]
    exact (energy_strictMonoOn h0 h1 n).injOn
  rw [Finset.card_image_of_injOn hinj, Nat.card_Icc]
  omega

end

end DiracCoulombOrdering
```

```lean
#print axioms DiracCoulombOrdering.energy_lt_iff
-- 'DiracCoulombOrdering.energy_lt_iff' depends on axioms: [propext, Classical.choice, Quot.sound]
#print axioms DiracCoulombOrdering.energy_eq_iff
-- 'DiracCoulombOrdering.energy_eq_iff' depends on axioms: [propext, Classical.choice, Quot.sound]
#print axioms DiracCoulombOrdering.card_shell_energies
-- 'DiracCoulombOrdering.card_shell_energies' depends on axioms: [propext, Classical.choice, Quot.sound]
```

## What the theorems say about the spectrum

The definitions follow the notation above. `diracGamma a k` is \(\gamma_k\), `effectiveNumber a n k` is \(\nu(n,k)\), and `energy a n k` is \(E(n,k)\). The coupling `a` is a real number, while `n` and `k` are natural numbers, so the half-integer \(j=k-1/2\) never has to be represented. The integers are converted to reals before \(n-k\) is formed, so this is ordinary subtraction. The exponent `(-1 / 2 : ℝ)` is a real power. Energies include the rest energy and are measured in units of it; a bound level therefore has a value below 1, and a higher value means weaker binding.

The main statement is `energy_lt_iff`. For \(0<a<1\) and \(n,k,n',k'\ge1\), it says that `energy a n k < energy a n' k'` holds if and only if \(n<n'\), or \(n=n'\) and \(k<k'\). Three consequences are stated separately:

- `energy_strictMonoOn` is the first property you asked about, the order within a shell: at fixed \(n\), the function `energy a n` is strictly increasing on `Set.Icc 1 n`, the integers from 1 to \(n\).
- `energy_eq_iff` says that two energies are equal exactly when \(n=n'\) and \(k=k'\).
- `card_shell_energies` says that the set of values of `energy a n` on the integers from 1 to \(n\) has exactly \(n\) elements.

The two hypotheses on `a` have a direct physical meaning. The condition \(0<a\) says that there is a nuclear charge to bind the electron; at \(a=0\) the formula gives 1 for every level with \(n\ge1\), and nothing is separated. The condition \(a<1\) keeps \(\sqrt{k^2-a^2}\) real and positive already at \(k=1\), the \(j=1/2\) levels, which are the first to lose a real energy in the point-nucleus formula as the charge grows.

The ordering theorem does not require \(k\le n\). Pairs with \(k>n\) belong to no bound state, but the inequalities hold for them too, because \(\nu>n-1\ge0\) does not depend on that restriction. The statements about a single shell do restrict \(k\) to the physical range.

The file takes the energy formula as a definition. It does not derive it from the Dirac equation, and it says nothing about wavefunctions or multiplicities. The label \(k\) fixes \(j\) but not the orbital angular momentum \(l\) that names the level. For \(k<n\), the states with \(l=j-1/2\) and \(l=j+1/2\) share the energy \(E(n,k)\), as \(2s_{1/2}\) and \(2p_{1/2}\) do. The separation is therefore between different \(j\), and the "distinct energies" are counted without multiplicity. Finite nuclear size, recoil, radiative corrections and electron–electron interaction are all absent from the formula.

For your solver test, the result justifies labelling by position for a single electron in the field of a point nucleus, provided that the numerical errors are much smaller than the gaps between neighbouring levels, that the tolerance for merging energies is well above those errors and well below those gaps, and that the part of the list you use has no missing and no spurious levels. Counting the shells below gives the position of the level \((n,k)\) in the sorted list as \(n(n-1)/2+k\), a formula that follows from the ordering but is not itself a theorem in the file.

## How the Lean proof follows the derivation

**Bounds on the square root.** `diracGamma_bounds` proves \(k-1<\gamma_k<k\). The lemmas `Real.lt_sqrt` and `Real.sqrt_lt'` turn the two comparisons with a square root into comparisons of squares. The first becomes \((k-1)^2<k^2-a^2\), which `nlinarith` settles from \(a^2<1\) and \(k\ge1\). The second becomes \(k^2-a^2<k^2\), which is linear once \(a^2>0\) is known.

**The quantum defect.** `quantumDefect_eq` proves \(\delta_k=a^2/(k+\gamma_k)\). It first records \(\gamma_k^2=k^2-a^2\), which needs \(k^2-a^2\ge0\), and checks that the denominator is nonzero. Clearing the denominator with `eq_div_iff` leaves \((k-\gamma_k)(k+\gamma_k)=a^2\), and `linear_combination -hs` obtains this from the recorded square.

`quantumDefect_strictAnti` then compares two values \(k<k'\). `Real.sqrt_lt_sqrt` gives \(\gamma_k<\gamma_{k'}\). After both defects have been rewritten as fractions, `div_lt_div_of_pos_left` expresses the fact that, for a fixed positive numerator, a larger positive denominator gives a smaller quotient.

**From effective number to energy.** `energy_formula_strictMono` is the monotonicity in \(\nu\), stated for arbitrary reals \(0<x<y\). It compares the squares, then the quotients \(a^2/x^2\) and \(a^2/y^2\), and finishes with `Real.rpow_lt_rpow_of_neg`, which says that a negative power reverses an inequality between positive numbers.

**The ordering.** `energy_lt_of_lex` combines these results. The lower bound on \(\gamma_k\) shows that the smaller effective number is positive, so the goal reduces to \(\nu(n,k)<\nu(n',k')\). The proof then splits into the two cases of the derivation. For different shells, \(n+1\le n'\) and the bounds on the two square roots are enough for `linarith`. For the same shell, the inequality is that of `quantumDefect_strictAnti`, rearranged.

`energy_lt_iff` adds the converse by contradiction. If the pairs are not in the claimed order, `omega` deduces that they are in the reverse order or equal. The reverse order would give the opposite strict inequality, excluded by `lt_asymm`; equality would put an energy strictly below itself, excluded by `lt_irrefl`.

**The consequences.** `energy_strictMonoOn` applies the same-shell case to two integers between 1 and \(n\). The existence of such an integer already implies \(n\ge1\), so the theorem needs no separate assumption on \(n\). In `energy_eq_iff`, equal energies rule out a strict inequality in either direction. By `energy_lt_iff`, neither pair then precedes the other, and `omega` concludes that they are equal. Finally, `card_shell_energies` uses the fact that a strictly increasing function is injective: no two values of \(k\) in the shell share an energy, so there are as many energies as integers from 1 to \(n\).
